# A free walk ends at distance L or more with probability at least p only if n d τ ≥ p L²

Suppose a diffusion Monte Carlo run starts with all walkers in one region, and a second important region lies a distance \(L\) away. If the run is too short, few walkers get there, and a running average can look settled although it has barely sampled the second region. Without an estimate of how far diffusion carries a walker, the flat average gives no warning. For free diffusion, with neither drift nor branching, the estimate needs only the variance of the steps: \(n\) steps in \(d\) dimensions, with variance \(\tau\) per coordinate, have mean-square displacement \(nd\tau\), and this limits the probability of ending far away.

## The walk and its displacement

Let \(X_i\), with \(i=0,\dots,n-1\), be the random steps in \(\mathbb R^d\), and let \(X_{ik}\), with \(k=0,\dots,d-1\), be their coordinates. The displacement and its squared length are

\[
D=\sum_i X_i,\qquad \|D\|^2=\sum_k D_k^2,\qquad D_k=\sum_i X_{ik}.
\]

In Lean, a step is a function from a sample space `Ω` to `EuclideanSpace ℝ (Fin d)`, whose norm is the ordinary length.

```lean
import Mathlib

open MeasureTheory ProbabilityTheory
open scoped NNReal ENNReal

namespace DiffusionReach

noncomputable section

variable {Ω : Type*} {n d : ℕ}

/-- The total displacement of a walker after `n` steps in `d` dimensions. -/
def displacement (X : Fin n → Ω → EuclideanSpace ℝ (Fin d)) (ω : Ω) :
    EuclideanSpace ℝ (Fin d) :=
  ∑ i, X i ω

/-- The squared length of the displacement is the sum of its squared coordinates. -/
theorem norm_sq_displacement (X : Fin n → Ω → EuclideanSpace ℝ (Fin d)) (ω : Ω) :
    ‖displacement X ω‖ ^ 2 = ∑ k, (displacement X ω k) ^ 2 := by
  rw [EuclideanSpace.norm_sq_eq]
  simp only [Real.norm_eq_abs, sq_abs]
```

The structure `IsFreeWalk μ X τ` collects the four conditions on the steps. The number `τ` is the variance of one coordinate of one step. For diffusion constant \(\kappa\) and time step \(\Delta t\) it is \(2\kappa\Delta t\), which for electrons in atomic units, where \(\kappa=1/2\), is \(\Delta t\) itself. For \(N\) electrons moved together, \(d=3N\) and \(L\) is a distance in configuration space.

```lean
variable [MeasurableSpace Ω]

/-- Free diffusion steps: pairwise independent random vectors whose coordinates are
square-integrable with mean zero and variance `τ`. -/
structure IsFreeWalk (μ : Measure Ω) (X : Fin n → Ω → EuclideanSpace ℝ (Fin d))
    (τ : ℝ) : Prop where
  memLp : ∀ i k, MemLp (fun ω => X i ω k) 2 μ
  mean : ∀ i k, ∫ ω, X i ω k ∂μ = 0
  var : ∀ i k, variance (fun ω => X i ω k) μ = τ
  indep : ∀ i j, i ≠ j → IndepFun (X i) (X j) μ
```

The steps need not be Gaussian or identically distributed, and the coordinates of a single step may be correlated. The failures described below for missing conditions are short arguments by hand, separate from the checked theorems.

## Square-integrable coordinates: a finite second moment

The field `memLp` says that every coordinate of every step has a finite second moment. A finite sum of square-integrable functions is square-integrable, so each \(D_k\) is, and \(\|D\|^2\) has a finite mean. The next two lemmas follow these two steps.

```lean
variable {μ : Measure Ω} {X : Fin n → Ω → EuclideanSpace ℝ (Fin d)} {τ : ℝ}

/-- Each coordinate of the displacement of a free walk is square-integrable. -/
theorem memLp_coordinate (h : IsFreeWalk μ X τ) (k : Fin d) :
    MemLp (fun ω => displacement X ω k) 2 μ := by
  have hs := memLp_finsetSum Finset.univ (fun i _ => h.memLp i k)
  simpa [displacement] using hs

/-- The squared displacement of a free walk has a finite mean. -/
theorem integrable_norm_sq (h : IsFreeWalk μ X τ) :
    Integrable (fun ω => ‖displacement X ω‖ ^ 2) μ := by
  simp_rw [norm_sq_displacement]
  exact integrable_finsetSum _ (fun k _ => (memLp_coordinate h k).integrable_sq)
```

Steps with a Cauchy distribution violate the condition: their second moment is infinite and the argument gives no bound. Lean would assign such a step mean and variance zero by convention, so without `memLp` the probability bound would be false.

## Mean zero: no drift

The field `mean` says that every coordinate of every step has mean zero. It gives \(\mathbb E[D_k]=0\), so the second moment of \(D_k\) equals its variance. In the proof of `coordinate_mean_square`, below, this is the step `hmean`, used through `variance_of_integral_eq_zero`.

If every step had the same non-zero mean vector \(m\), the mean-square displacement would be \(nd\tau+n^2\|m\|^2\), and drift would dominate long walks. Importance-sampled diffusion Monte Carlo has a drift term, so the theorems do not apply to it as they stand.

## Pairwise independence: the cross terms vanish

The field `indep` says that any two different steps are independent. Expanding the square of one coordinate gives

\[
\mathbb E[D_k^2]=\sum_i\mathbb E[X_{ik}^2]+\sum_{i\ne j}\mathbb E[X_{ik}X_{jk}].
\]

Each term of the first sum is \(\tau\), because the mean is zero. Each term of the second is \(\mathbb E[X_{ik}]\,\mathbb E[X_{jk}]=0\), by independence. Hence \(\mathbb E[D_k^2]=n\tau\).

Lean packages the vanishing of the cross terms as additivity of variance, `IndepFun.variance_sum`. The hypothesis concerns whole vectors, and composing with the measurable map that picks out coordinate \(k\) passes it on to the coordinates. From here on `μ` is a probability measure. Branching is not covered: it reweights walkers according to where they have been, so even after the total weight is normalised the steps need not be independent or have mean zero.

```lean
variable [IsProbabilityMeasure μ]

/-- Along each coordinate axis, the mean-square displacement of a free walk of `n` steps
is `n τ`. -/
theorem coordinate_mean_square (h : IsFreeWalk μ X τ) (k : Fin d) :
    ∫ ω, (displacement X ω k) ^ 2 ∂μ = n * τ := by
  have hfun : (fun ω => displacement X ω k) = ∑ i, fun ω => X i ω k := by
    ext ω
    simp [displacement]
  have hmean : ∫ ω, displacement X ω k ∂μ = 0 := by
    have h1 : ∀ ω, displacement X ω k = ∑ i, X i ω k := fun ω => by
      simp [displacement]
    simp_rw [h1]
    rw [integral_finsetSum _ (fun i _ => (h.memLp i k).integrable one_le_two)]
    exact Finset.sum_eq_zero (fun i _ => h.mean i k)
  have hk : Measurable (fun x : EuclideanSpace ℝ (Fin d) => x k) := by fun_prop
  -- variances of independent steps add
  have hvar : variance (∑ i, fun ω => X i ω k) μ
      = ∑ i, variance (fun ω => X i ω k) μ :=
    IndepFun.variance_sum (fun i _ => h.memLp i k)
      (fun i _ j _ hij => (h.indep i j hij).comp hk hk)
  rw [← variance_of_integral_eq_zero
    (memLp_coordinate h k).aestronglyMeasurable.aemeasurable hmean, hfun, hvar]
  simp [h.var]
```

If a single random step were repeated \(n\) times, the mean-square displacement would be \(n^2d\tau\). In one dimension, with \(n\ge2\), repeating a step of \(\pm\sqrt\tau\) with \(\tau>0\) reaches distance \(n\sqrt\tau\) with certainty, where the bound would allow only probability \(1/n\).

## One variance for every coordinate: a single time step and mass

The field `var` gives all coordinates of all steps the same variance. By hand it turns the sum over coordinates into a product:

\[
\mathbb E\|D\|^2=\sum_k\mathbb E[D_k^2]=\sum_k n\tau=nd\tau.
\]

The proof exchanges the integral with the finite sum, inserts the coordinate result and counts the terms.

```lean
/-- The mean-square displacement of a free walk of `n` steps in `d` dimensions is
`n d τ`. -/
theorem mean_square_displacement (h : IsFreeWalk μ X τ) :
    ∫ ω, ‖displacement X ω‖ ^ 2 ∂μ = n * d * τ := by
  simp_rw [norm_sq_displacement]
  rw [integral_finsetSum _ (fun k _ => (memLp_coordinate h k).integrable_sq)]
  simp_rw [coordinate_mean_square h]
  simp only [Finset.sum_const, Finset.card_univ, Fintype.card_fin, nsmul_eq_mul]
  ring
```

Particles of different masses diffuse at different rates. Their variances still add, but the total is then the sum of the individual variances instead of \(nd\tau\).

## A non-negative distance and a required probability

The theorem `steps_needed` takes a distance `L` with `0 ≤ L` and a number `p` that does not exceed the probability of the event \(\|D\|\ge L\). This event concerns the end point: a walker that passed distance \(L\) and came back is not counted.

Write \(P\) for the probability of the event and \(\mathbf 1\) for its indicator, which is one on the event and zero elsewhere. Then \(L^2\mathbf 1\le\|D\|^2\) everywhere, and averaging gives Markov's inequality,

\[
pL^2\le P L^2\le\mathbb E\|D\|^2=nd\tau.
\]

In Lean, `hset` rewrites \(L\le\|D\|\) as \(L^2\le\|D\|^2\), `hM` is Markov's inequality, `h2` is the first inequality of the chain, and `linarith` joins them.

```lean
/-- If a free walk of `n` steps is displaced by at least `L ≥ 0` with probability at
least `p`, then `n d τ` is at least `p L²`. -/
theorem steps_needed (h : IsFreeWalk μ X τ) {L p : ℝ} (hL : 0 ≤ L)
    (hp : p ≤ μ.real {ω | L ≤ ‖displacement X ω‖}) :
    p * L ^ 2 ≤ n * d * τ := by
  have hset : {ω | L ≤ ‖displacement X ω‖} = {ω | L ^ 2 ≤ ‖displacement X ω‖ ^ 2} := by
    ext ω
    exact (sq_le_sq₀ hL (norm_nonneg _)).symm
  -- Markov's inequality for the squared displacement
  have hM := mul_meas_ge_le_integral_of_nonneg
    (Filter.Eventually.of_forall (fun ω => sq_nonneg ‖displacement X ω‖))
    (integrable_norm_sq h) (L ^ 2)
  rw [mean_square_displacement h, ← hset] at hM
  have h2 := mul_le_mul_of_nonneg_right hp (sq_nonneg L)
  linarith
```

The sign of `L` matters in `hset`. For negative `L` the event is certain while \(L^2\) can be as large as one likes, so the conclusion would fail.

When \(d\tau>0\), the result reads \(n\ge pL^2/(d\tau)\). With \(d=3\), \(\tau=0.01\), \(L=10\) and \(p=0.5\), at least 1667 steps are needed. The condition is necessary but not sufficient: with independent Gaussian coordinates, the same probability takes about 4200 steps.

If `L` is strictly positive, one may take \(p=P\) and divide by \(L^2\):

```lean
/-- The probability that a free walk of `n` steps is displaced by at least `L > 0` is at
most `n d τ / L²`. -/
theorem probability_far_le (h : IsFreeWalk μ X τ) {L : ℝ} (hL : 0 < L) :
    μ.real {ω | L ≤ ‖displacement X ω‖} ≤ n * d * τ / L ^ 2 := by
  rw [le_div_iff₀ (by positivity)]
  exact steps_needed h hL.le le_rfl
```

## Only the lengths 0 and L: when the bound is attained

The extra hypothesis `h0L` says that the displacement almost surely has length \(0\) or \(L\). The inequality \(L^2\mathbf 1\le\|D\|^2\) is then an equality almost surely, and averaging gives \(L^2P=nd\tau\). In the proof, `hae` is this equality of functions, `hmeas` supplies the measurability needed to integrate the indicator, and the last lines divide by \(L^2\).

```lean
/-- If the displacement of a free walk almost surely has length `0` or `L`, with `L > 0`,
then the probability of a displacement of at least `L` equals `n d τ / L²`. -/
theorem probability_far_eq (h : IsFreeWalk μ X τ) {L : ℝ} (hL : 0 < L)
    (h0L : ∀ᵐ ω ∂μ, ‖displacement X ω‖ = 0 ∨ ‖displacement X ω‖ = L) :
    μ.real {ω | L ≤ ‖displacement X ω‖} = n * d * τ / L ^ 2 := by
  have hset : {ω | L ≤ ‖displacement X ω‖} = {ω | L ^ 2 ≤ ‖displacement X ω‖ ^ 2} := by
    ext ω
    exact (sq_le_sq₀ hL.le (norm_nonneg _)).symm
  have hmeas : NullMeasurableSet {ω | L ≤ ‖displacement X ω‖} μ := by
    rw [hset]
    exact nullMeasurableSet_le aemeasurable_const
      (integrable_norm_sq h).aestronglyMeasurable.aemeasurable
  -- almost surely, the squared displacement is `L²` on the far event and zero elsewhere
  have hae : (fun ω => ‖displacement X ω‖ ^ 2) =ᵐ[μ]
      Set.indicator {ω | L ≤ ‖displacement X ω‖} (fun _ => L ^ 2) := by
    filter_upwards [h0L] with ω hω
    rcases hω with hω | hω
    · have hn : ω ∉ {ω | L ≤ ‖displacement X ω‖} := by
        simp only [Set.mem_ofPred_eq, hω, not_le]
        exact hL
      rw [Set.indicator_of_notMem hn, hω]
      norm_num
    · have hm : ω ∈ {ω | L ≤ ‖displacement X ω‖} := hω.ge
      rw [Set.indicator_of_mem hm, hω]
  have hI := integral_congr_ae hae
  rw [mean_square_displacement h, integral_indicator₀ hmeas, setIntegral_const,
    smul_eq_mul] at hI
  rw [eq_div_iff (by positivity)]
  exact hI.symm
```

The smallest non-trivial case is one step on a line. Let it be \(+L\) or \(-L\) with probability \(q/2\) each, and \(0\) otherwise. Its mean is zero, its variance is \(\tau=qL^2\), and the probability of reaching \(L\) is \(q=\tau/L^2\), exactly the bound. Without `h0L` the inequality can be strict, since displacements beyond \(L\), or strictly between \(0\) and \(L\), add to the mean square without adding as much to \(L^2P\).

## Gaussian steps satisfy all four conditions

The free-diffusion move of diffusion Monte Carlo draws each coordinate independently from a Gaussian of mean zero and variance \(\tau\). The measure `gaussianLaw n d τ` is the corresponding product over steps and coordinates, with `τ` a non-negative real. At \(\tau=0\) the walker stays put.

```lean
/-- The joint law of `n` Gaussian steps in `d` dimensions, all coordinates being
independent with mean zero and variance `τ`. -/
def gaussianLaw (n d : ℕ) (τ : ℝ≥0) : Measure (Fin n → Fin d → ℝ) :=
  Measure.pi fun _ => Measure.pi fun _ => gaussianReal 0 τ
```

The theorem `gaussian_walk_witness` shows that these steps form a free walk for every `n`, `d` and `τ ≥ 0`. Here `WithLp.toLp 2` reads an array of coordinates as a Euclidean vector. The step `hp` shows that each coordinate has the one-dimensional Gaussian law, from which the second moment, mean and variance are read off. Independence of the steps comes from the product measure through `iIndepFun_pi`.

```lean
/-- Gaussian steps whose coordinates are all independent, with mean zero and variance `τ`, form a
free walk with variance `τ` per coordinate. -/
theorem gaussian_walk_witness (n d : ℕ) (τ : ℝ≥0) :
    IsFreeWalk (gaussianLaw n d τ)
      (fun (i : Fin n) (ω : Fin n → Fin d → ℝ) => WithLp.toLp 2 (ω i)) (τ : ℝ) := by
  -- every single coordinate of every step has the one-dimensional Gaussian law
  have hp : ∀ (i : Fin n) (k : Fin d), MeasurePreserving
      (fun ω : Fin n → Fin d → ℝ => ω i k) (gaussianLaw n d τ) (gaussianReal 0 τ) :=
    fun i k => (measurePreserving_eval (fun _ : Fin d => gaussianReal 0 τ) k).comp
      (measurePreserving_eval
        (fun _ : Fin n => Measure.pi fun _ : Fin d => gaussianReal 0 τ) i)
  have hY : ∀ (i : Fin n) (k : Fin d), AEMeasurable
      (fun ω : Fin n → Fin d → ℝ => ω i k) (gaussianLaw n d τ) :=
    fun i k => (hp i k).measurable.aemeasurable
  have h2 : MemLp id 2 (gaussianReal 0 τ) := by
    exact_mod_cast memLp_id_gaussianReal (μ := 0) (v := τ) 2
  refine ⟨fun i k => h2.comp_measurePreserving (hp i k), fun i k => ?_, fun i k => ?_,
    fun i j hij => ?_⟩
  · have hm := integral_map (hY i k)
      (f := fun x : ℝ => x) aestronglyMeasurable_id
    rw [(hp i k).map_eq, integral_id_gaussianReal] at hm
    exact hm.symm
  · have hv := variance_map (X := id) aemeasurable_id (hY i k)
    rw [(hp i k).map_eq, variance_id_gaussianReal] at hv
    exact hv.symm
  · have hI := iIndepFun_pi
      (μ := fun _ : Fin n => Measure.pi fun _ : Fin d => gaussianReal 0 τ)
      (X := fun _ (x : Fin d → ℝ) => (WithLp.toLp 2 x : EuclideanSpace ℝ (Fin d)))
      (fun _ => (PiLp.continuous_toLp 2 _).measurable.aemeasurable)
    exact hI.indepFun hij

end

end DiffusionReach
```

```lean
#print axioms DiffusionReach.probability_far_le
#print axioms DiffusionReach.probability_far_eq
```

```
'DiffusionReach.probability_far_le' depends on axioms: [propext, Classical.choice, Quot.sound]
'DiffusionReach.probability_far_eq' depends on axioms: [propext, Classical.choice, Quot.sound]
```
